# Thouless parametrization: orbital coefficients factor as $[1;Z]\,T$ with invertible $T$ exactly when the occupied block is invertible

A Slater determinant is represented here by the coefficient matrix $C$ of its $N$ occupied orbitals, not by a vector in Fock space. Each column of $C$ is one orbital, and each row belongs to one basis spin orbital. The basis is split in advance into $N$ reference-occupied orbitals and the remaining virtual ones, so $C$ consists of a square block $A$ stacked over a block $B$, written $C=[A;B]$.

```lean
import Mathlib

open Matrix

namespace ThoulessParametrization

noncomputable section

variable {o v : Type*} [Fintype o] [DecidableEq o]
```

The types `o` and `v` label the occupied and virtual basis orbitals. `Fintype o` makes the first set finite, with $N$ elements. Nothing is assumed about the size of `v` until the product $C^\dagger C$ appears. `DecidableEq o` lets Lean compare occupied labels, which determinants require.

```lean
/-- The coefficient matrix `[1; Z]`: each occupied reference orbital receives an admixture
of virtual orbitals given by the corresponding column of `Z`. -/
def thoulessOrbitals (Z : Matrix v o ℂ) : Matrix (o ⊕ v) o ℂ :=
  Matrix.fromRows 1 Z
```

`Matrix v o ℂ` is the type of complex matrices with rows labelled by `v` and columns by `o`. The disjoint union `o ⊕ v` labels the full basis, and `Matrix.fromRows` stacks two blocks. This definition is therefore $[1;Z]$: column $i$ is reference orbital $i$ plus $\sum_a Z_{ai}$ times virtual orbital $a$. These orbitals are in general not orthonormal.

```lean
/-- The amplitude of the Slater determinant with orbital coefficients `C` on the ordered
configuration `s`: the minor of `C` whose rows are selected by `s`. -/
def amplitude (C : Matrix (o ⊕ v) o ℂ) (s : o → o ⊕ v) : ℂ :=
  (C.submatrix s id).det
```

A configuration `s` assigns a basis orbital to each of the $N$ slots, and its amplitude is the determinant of the selected rows of $C$. `Sum.inl` embeds `o` into `o ⊕ v`, so as a configuration it is the reference; `Sum.inr` embeds `v`. Amplitudes are unnormalised.

## Existence and uniqueness of the factorization

```lean
/-- Mixing the orbitals `[1; Z]` by a matrix `T` gives the blocks `T` and `Z T`. -/
theorem thoulessOrbitals_mul (Z : Matrix v o ℂ) (T : Matrix o o ℂ) :
    thoulessOrbitals Z * T = Matrix.fromRows T (Z * T) := by
  rw [thoulessOrbitals, Matrix.fromRows_mul, Matrix.one_mul]
```

Block multiplication gives
$$[1;Z]\,T=[T;ZT].$$
The tactic `rw` rewrites with known equations: the definition, the rule for stacked blocks, and $1\,T=T$.

```lean
/-- If the occupied block `A` is invertible, the coefficient matrix `[A; B]` is
`[1; B A⁻¹]` times `A`. -/
theorem eq_thoulessOrbitals_mul (A : Matrix o o ℂ) (B : Matrix v o ℂ) (hA : A.det ≠ 0) :
    Matrix.fromRows A B = thoulessOrbitals (B * A⁻¹) * A := by
  rw [thoulessOrbitals_mul, Matrix.mul_assoc, Matrix.nonsing_inv_mul A hA.isUnit,
    Matrix.mul_one]
```

The hypothesis `hA` says $\det A\neq0$, so $A^{-1}$ exists and
$$[1;BA^{-1}]\,A=[A;BA^{-1}A]=[A;B].$$
The rewrites follow this line from left to right.

```lean
/-- **Thouless parametrization.** The coefficient matrix `[A; B]` factors as `[1; Z] T` with
`T` invertible if and only if `det A ≠ 0`, and every such factorization has `T = A` and
`Z = B A⁻¹`. -/
theorem thouless_parametrization (A : Matrix o o ℂ) (B : Matrix v o ℂ) :
    ((∃ (Z : Matrix v o ℂ) (T : Matrix o o ℂ),
        T.det ≠ 0 ∧ Matrix.fromRows A B = thoulessOrbitals Z * T) ↔ A.det ≠ 0) ∧
    ∀ (Z : Matrix v o ℂ) (T : Matrix o o ℂ), T.det ≠ 0 →
      Matrix.fromRows A B = thoulessOrbitals Z * T → T = A ∧ Z = B * A⁻¹ := by
  -- uniqueness: compare the occupied and the virtual blocks
  have uniq : ∀ (Z : Matrix v o ℂ) (T : Matrix o o ℂ), T.det ≠ 0 →
      Matrix.fromRows A B = thoulessOrbitals Z * T → T = A ∧ Z = B * A⁻¹ := by
    intro Z T hT h
    rw [thoulessOrbitals_mul] at h
    have hA : A = T := by
      ext i j
      exact congrFun (congrFun h (Sum.inl i)) j
    have hB : B = Z * T := by
      ext a j
      exact congrFun (congrFun h (Sum.inr a)) j
    refine ⟨hA.symm, ?_⟩
    rw [hB, hA, Matrix.mul_assoc, Matrix.mul_nonsing_inv T hT.isUnit, Matrix.mul_one]
  refine ⟨⟨?_, ?_⟩, uniq⟩
  · rintro ⟨Z, T, hT, h⟩
    rw [← (uniq Z T hT h).1]
    exact hT
  · intro hA
    exact ⟨B * A⁻¹, A, hA, eq_thoulessOrbitals_mul A B hA⟩
```

The first part of the statement says that some $Z$ and some $T$ with $\det T\neq0$ satisfy $[A;B]=[1;Z]T$ if and only if $\det A\neq0$. The second says that any such pair has $T=A$ and $Z=BA^{-1}$.

By hand, suppose $[A;B]=[T;ZT]$. The upper blocks give $T=A$, so $\det A=\det T\neq0$. The lower blocks give $B=ZT$, and multiplying by $T^{-1}=A^{-1}$ on the right gives $Z=BA^{-1}$. Conversely, if $\det A\neq0$, the preceding lemma supplies the factorization.

Lean proves uniqueness first, under the name `uniq`. There `ext` reduces a matrix equation to its entries, and `congrFun` reads off an entry of the assumed equation. The forward direction then reuses `uniq`.

The condition $\det T\neq0$ is needed because the theorem allows every matrix $C$, including those with linearly dependent columns, which describe no Slater determinant. For one occupied and one virtual orbital, take the unphysical case $A=B=0$. With $T=0$ allowed, every $Z$ gives a factorization, although $\det A=0$, and $Z$ is no longer determined. If the columns of $C$ are linearly independent, the condition holds automatically: $Tx=0$ gives $Cx=[1;Z]\,Tx=0$, hence $x=0$.

The result usually called Thouless's theorem writes the state as an exponential of single excitations acting on the reference. The theorem above is its coefficient-matrix form and involves no operators.

## Amplitudes relative to the reference

```lean
/-- Mixing the occupied orbitals among themselves by `T` multiplies every amplitude of the
Slater determinant by the same number `det T`. -/
theorem amplitude_mul (C : Matrix (o ⊕ v) o ℂ) (T : Matrix o o ℂ) (s : o → o ⊕ v) :
    amplitude (C * T) s = amplitude C s * T.det := by
  have h : (C * T).submatrix s id = C.submatrix s id * T := by
    ext i j
    simp [Matrix.mul_apply]
  rw [amplitude, amplitude, h, Matrix.det_mul]
```

Selecting rows commutes with multiplication on the right:
$$(CT)_{s(i)j}=\sum_k C_{s(i)k}T_{kj}.$$
The selected block of $CT$ is thus the selected block of $C$ times $T$, and the product rule for determinants gives the factor $\det T$. Mixing the occupied orbitals by an invertible $T$ changes the Slater determinant only by this overall factor. In the proof, `h` is the block identity and `Matrix.det_mul` the product rule.

```lean
/-- The amplitude on the reference configuration is the determinant of the occupied block. -/
theorem amplitude_reference (A : Matrix o o ℂ) (B : Matrix v o ℂ) :
    amplitude (Matrix.fromRows A B) Sum.inl = A.det := by
  have h : (Matrix.fromRows A B).submatrix Sum.inl id = A := by
    ext i j
    rfl
  rw [amplitude, h]
```

The reference configuration selects exactly the rows of $A$, so its amplitude is $\det A$. In an orthonormal basis, $\det A\neq0$ means that the state has nonzero overlap with the reference determinant. `rfl` records that the entries agree by definition.

```lean
/-- If `det A ≠ 0`, the amplitude with occupied orbital `i` replaced by virtual orbital `a`
is the reference amplitude `det A` times the entry `(a, i)` of `Z = B A⁻¹`. -/
theorem amplitude_single_excitation (A : Matrix o o ℂ) (B : Matrix v o ℂ)
    (hA : A.det ≠ 0) (i : o) (a : v) :
    amplitude (Matrix.fromRows A B) (Function.update Sum.inl i (Sum.inr a)) =
      A.det * (B * A⁻¹) a i := by
  rw [eq_thoulessOrbitals_mul A B hA, amplitude_mul, mul_comm]
  congr 1
  generalize B * A⁻¹ = Z
  -- the selected rows form the identity with row `i` replaced by row `a` of `Z`
  have h : (thoulessOrbitals Z).submatrix (Function.update Sum.inl i (Sum.inr a)) id =
      (1 : Matrix o o ℂ).updateRow i (Z a) := by
    ext k j
    rcases eq_or_ne k i with rfl | hk
    · simp [thoulessOrbitals]
    · simp [thoulessOrbitals, Matrix.updateRow_apply, hk]
  rw [amplitude, h, ← Matrix.cramer_transpose_apply, Matrix.transpose_one, Matrix.cramer_one]
  rfl
```

`Function.update Sum.inl i (Sum.inr a)` is the reference with virtual orbital $a$ placed in slot $i$. Because $a$ takes the slot of $i$, no reordering sign arises.

Write $C=[1;Z]A$ with $Z=BA^{-1}$. The factor $A$ contributes $\det A$. The rows selected from $[1;Z]$ form the identity with row $i$ replaced by row $a$ of $Z$. For each $k\neq i$, subtract $Z_{ak}$ times row $k$ from row $i$. What remains is diagonal, with $Z_{ai}$ in position $i$ and ones elsewhere, so the amplitude is $\det A\;Z_{ai}$. Each entry of $Z$ is therefore a single-excitation amplitude divided by the reference amplitude.

Lean identifies the selected rows in `h`, treating row $i$ and the other rows separately. It then evaluates the determinant through Cramer's rule for the identity matrix instead of by row subtraction.

## Norm and occupied space

```lean
/-- If `det A ≠ 0`, the determinant of the matrix `C† C` for `C = [A; B]` is
`|det A|² det (1 + Z† Z)` with `Z = B A⁻¹`. -/
theorem det_overlap [Fintype v] (A : Matrix o o ℂ) (B : Matrix v o ℂ) (hA : A.det ≠ 0) :
    ((Matrix.fromRows A B)ᴴ * Matrix.fromRows A B).det =
      (Complex.normSq A.det : ℂ) * (1 + (B * A⁻¹)ᴴ * (B * A⁻¹)).det := by
  rw [eq_thoulessOrbitals_mul A B hA]
  generalize B * A⁻¹ = Z
  -- the product `C† C` for `C = [1; Z]`
  have h : (thoulessOrbitals Z)ᴴ * thoulessOrbitals Z = 1 + Zᴴ * Z := by
    calc (thoulessOrbitals Z)ᴴ * thoulessOrbitals Z
        = (1 : Matrix o o ℂ)ᴴ * (1 : Matrix o o ℂ) + Zᴴ * Z := by
          ext i j
          simp only [thoulessOrbitals, Matrix.mul_apply, Matrix.add_apply,
            Matrix.conjTranspose_apply, Fintype.sum_sum_type,
            Matrix.fromRows_apply_inl, Matrix.fromRows_apply_inr]
      _ = 1 + Zᴴ * Z := by rw [Matrix.conjTranspose_one, Matrix.one_mul]
  have h' : (thoulessOrbitals Z * A)ᴴ * (thoulessOrbitals Z * A) =
      Aᴴ * (1 + Zᴴ * Z) * A := by
    rw [← h, Matrix.conjTranspose_mul]
    simp only [Matrix.mul_assoc]
  rw [h', Matrix.det_mul, Matrix.det_mul, Matrix.det_conjTranspose,
    Complex.normSq_eq_conj_mul_self, ← starRingEnd_apply]
  ring
```

The symbol `ᴴ` is the conjugate transpose $\dagger$, and `Complex.normSq` is the squared modulus. Finiteness of `v` now enters, since $C^\dagger C$ sums over all basis orbitals. With $C=[1;Z]A$,
$$C^\dagger C=A^\dagger(1+Z^\dagger Z)A,$$
$$\det(C^\dagger C)=|\det A|^2\det(1+Z^\dagger Z).$$
The steps `h` and `h'` establish the first line, and the final rewrites take determinants.

In an orthonormal basis, $C^\dagger C$ is the overlap matrix of the orbitals, and its determinant is the squared norm of the Slater determinant, by the Cauchy–Binet formula, which the file does not use. After normalisation the reference configuration has weight $1/\det(1+Z^\dagger Z)$.

```lean
/-- Two coefficient matrices with invertible occupied blocks differ by an invertible mixing
of the occupied orbitals if and only if their matrices `B A⁻¹` agree. -/
theorem same_occupied_space_iff (A A' : Matrix o o ℂ) (B B' : Matrix v o ℂ)
    (hA : A.det ≠ 0) (hA' : A'.det ≠ 0) :
    (∃ T : Matrix o o ℂ, T.det ≠ 0 ∧ Matrix.fromRows A' B' = Matrix.fromRows A B * T) ↔
      B * A⁻¹ = B' * A'⁻¹ := by
  constructor
  · rintro ⟨T, hT, h⟩
    rw [eq_thoulessOrbitals_mul A B hA, Matrix.mul_assoc] at h
    have hAT : (A * T).det ≠ 0 := by
      rw [Matrix.det_mul]
      exact mul_ne_zero hA hT
    exact ((thouless_parametrization A' B').2 _ _ hAT h).2
  · intro h
    -- the mixing matrix is `A⁻¹ A'`
    have hT : A * (A⁻¹ * A') = A' := by
      rw [← Matrix.mul_assoc, Matrix.mul_nonsing_inv A hA.isUnit, Matrix.one_mul]
    refine ⟨A⁻¹ * A', ?_, ?_⟩
    · intro h0
      apply hA'
      rw [← hT, Matrix.det_mul, h0, mul_zero]
    · rw [eq_thoulessOrbitals_mul A B hA, Matrix.mul_assoc, hT, h]
      exact eq_thoulessOrbitals_mul A' B' hA'

end

end ThoulessParametrization
```

Here $[A;B]$ and $[A';B']$ both have invertible occupied blocks. If $[A';B']=[A;B]T$ with $T$ invertible, then
$$[A';B']=[1;BA^{-1}]\,(AT),$$
and uniqueness gives $BA^{-1}=B'A'^{-1}$. Conversely, if these matrices agree, take $T=A^{-1}A'$. Then $AT=A'$, which forces $\det T\neq0$ and gives $[A;B]T=[1;BA^{-1}]A'=[A';B']$. The two branches after `constructor` are these two arguments.

For mean-field electronic structure in an orthonormal basis, the entries of $Z$ thus serve as unconstrained coordinates for the occupied space of a single determinant that overlaps the chosen reference; correlated superpositions of determinants are not described this way.

```lean
#print axioms ThoulessParametrization.thouless_parametrization
-- 'ThoulessParametrization.thouless_parametrization' depends on axioms: [propext, Classical.choice, Quot.sound]
#print axioms ThoulessParametrization.amplitude_single_excitation
-- 'ThoulessParametrization.amplitude_single_excitation' depends on axioms: [propext, Classical.choice, Quot.sound]
#print axioms ThoulessParametrization.det_overlap
-- 'ThoulessParametrization.det_overlap' depends on axioms: [propext, Classical.choice, Quot.sound]
#print axioms ThoulessParametrization.same_occupied_space_iff
-- 'ThoulessParametrization.same_occupied_space_iff' depends on axioms: [propext, Classical.choice, Quot.sound]
```
